# The smallest faithful matrix representation of the Heisenberg algebra has size three

Complex n by n matrices X and Y can have a commutator Z = XY − YX that commutes with both of them, with X, Y and Z linearly independent, exactly when n ≥ 3. For 2 by 2 matrices, a commutator that commutes with both X and Y is zero.

```lean
import Mathlib

open Matrix

namespace SmallestHeisenberg
```

The commutator is defined for complex matrices over any finite index set, with no factor of i or ħ.

```lean
/-- The commutator `XY - YX` of two square complex matrices. -/
def comm {n : Type*} [Fintype n] (X Y : Matrix n n ℂ) : Matrix n n ℂ :=
  X * Y - Y * X
```

The Heisenberg algebra has a basis X, Y, Z with [X, Y] = Z and [Z, X] = [Z, Y] = 0. A representation is encoded here by the pair X, Y alone, since Z is then fixed. The definition does not ask for Hermitian matrices or for a Z that is a multiple of the identity, and for finite matrices a nonzero Z excludes both. A commutator has trace zero, so it cannot be a nonzero multiple of the identity; position and momentum with [x, p] = iħ·1 therefore have no representation by finite matrices. If X is Hermitian, then Z† commutes with X as Z does, and tr(Z†Z) = tr((Z†X − XZ†)Y) = 0 gives Z = 0. The same argument applies to Y.

```lean
/-- The Heisenberg relations: the commutator of `X` and `Y` commutes with both of them. -/
def CentralComm {n : Type*} [Fintype n] (X Y : Matrix n n ℂ) : Prop :=
  comm X Y * X = X * comm X Y ∧ comm X Y * Y = Y * comm X Y
```

## Commuting 2 by 2 matrices as parallel triples

Let the triples x and y both be parallel to a nonzero triple z, and put m = x₁y₂ − x₂y₁. Since z₁y₂ = z₂y₁ and z₁x₂ = z₂x₁,

z₁m = x₁(z₂y₁) − y₁(z₂x₁) = 0.

In the same way z₂m = 0. For the third component, z₃y₂ = z₂y₃ and z₃y₁ = z₁y₃ give

z₃m = y₃(x₁z₂ − x₂z₁) = 0.

Some component of z is nonzero, so m = 0.

The proof turns on the tactic `linear_combination`. In `e1` it receives the recipe `x₁ * k12 - y₁ * h12`: multiply the hypothesis `k12` by x₁, subtract y₁ times `h12`, and compare with the goal. The tactic checks that the two sides then agree as polynomials. It does not search for the coefficients; they come from the calculation above.

```lean
/-- Let `(z₁, z₂, z₃)` be a nonzero triple. If `(y₁, y₂, y₃)` is parallel to it and the pair `(x₁,
x₂)` is parallel to `(z₁, z₂)`, then the minor `x₁ * y₂ - x₂ * y₁` vanishes, stated here as an
equality of products. -/
lemma minor_eq {z₁ z₂ z₃ x₁ x₂ y₁ y₂ y₃ : ℂ} (hz : z₁ = 0 → z₂ = 0 → z₃ = 0 → False)
    (h12 : z₁ * x₂ = z₂ * x₁) (k12 : z₁ * y₂ = z₂ * y₁)
    (k13 : z₁ * y₃ = z₃ * y₁) (k23 : z₂ * y₃ = z₃ * y₂) : x₁ * y₂ = x₂ * y₁ := by
  by_contra h
  have hne : x₁ * y₂ - x₂ * y₁ ≠ 0 := sub_ne_zero.mpr h
  -- every component of the common triple is annihilated by the minor
  have e1 : z₁ * (x₁ * y₂ - x₂ * y₁) = 0 := by linear_combination x₁ * k12 - y₁ * h12
  have e2 : z₂ * (x₁ * y₂ - x₂ * y₁) = 0 := by linear_combination x₂ * k12 - y₂ * h12
  have e3 : z₃ * (x₁ * y₂ - x₂ * y₁) = 0 := by
    linear_combination x₂ * k13 - x₁ * k23 - y₃ * h12
  exact hz ((mul_eq_zero.mp e1).resolve_right hne) ((mul_eq_zero.mp e2).resolve_right hne)
    ((mul_eq_zero.mp e3).resolve_right hne)
```

Assign to a 2 by 2 matrix M the triple (M₀₁, M₁₀, M₀₀ − M₁₁), with indices counted from 0 as in Lean. The entries of ZX − XZ are

(0,0): Z₀₁X₁₀ − Z₁₀X₀₁
(0,1): (Z₀₀ − Z₁₁)X₀₁ − Z₀₁(X₀₀ − X₁₁)
(1,0): Z₁₀(X₀₀ − X₁₁) − (Z₀₀ − Z₁₁)X₁₀

and the (1,1) entry is minus the (0,0) entry. If Z and X commute, these vanish, so the triples are parallel.

```lean
/-- If two 2 by 2 matrices commute, their off-diagonal entries and diagonal differences
form parallel triples. -/
lemma parallel_of_commute {Z X : Matrix (Fin 2) (Fin 2) ℂ} (h : Z * X = X * Z) :
    Z 0 1 * X 1 0 = Z 1 0 * X 0 1 ∧
    Z 0 1 * (X 0 0 - X 1 1) = (Z 0 0 - Z 1 1) * X 0 1 ∧
    Z 1 0 * (X 0 0 - X 1 1) = (Z 0 0 - Z 1 1) * X 1 0 := by
  have h00 := congrArg (fun M : Matrix (Fin 2) (Fin 2) ℂ => M 0 0) h
  have h01 := congrArg (fun M : Matrix (Fin 2) (Fin 2) ℂ => M 0 1) h
  have h10 := congrArg (fun M : Matrix (Fin 2) (Fin 2) ℂ => M 1 0) h
  simp only [Matrix.mul_apply, Fin.sum_univ_two] at h00 h01 h10
  exact ⟨by linear_combination h00, by linear_combination -h01, by linear_combination h10⟩
```

A matrix has zero triple exactly when it is a multiple of the identity. If X and Y both commute with a nonscalar Z, their triples are therefore parallel to a common nonzero triple. Three uses of `minor_eq`, with the components permuted, give all the minors, and these are the entries of XY − YX up to sign.

```lean
/-- In a two-level system, two operators that both commute with a third, nonscalar operator
commute with each other. -/
theorem commute_of_common_nonscalar {X Y Z : Matrix (Fin 2) (Fin 2) ℂ}
    (hX : Z * X = X * Z) (hY : Z * Y = Y * Z)
    (hZ : ∀ c : ℂ, Z ≠ c • (1 : Matrix (Fin 2) (Fin 2) ℂ)) : X * Y = Y * X := by
  obtain ⟨h12, h13, h23⟩ := parallel_of_commute hX
  obtain ⟨k12, k13, k23⟩ := parallel_of_commute hY
  have hz : Z 0 1 = 0 → Z 1 0 = 0 → Z 0 0 - Z 1 1 = 0 → False := by
    intro a b c
    have c' : Z 1 1 = Z 0 0 := (sub_eq_zero.mp c).symm
    apply hZ (Z 0 0)
    apply Matrix.ext
    simp [Fin.forall_fin_two, a, b, c']
  -- up to sign, the three minors are the independent entries of the commutator
  have c12 := minor_eq hz h12 k12 k13 k23
  have c13 := minor_eq (fun a c b => hz a b c) h13 k13 k12 k23.symm
  have c23 := minor_eq (fun b c a => hz a b c) h23 k23 k12.symm k13.symm
  apply Matrix.ext
  simp only [Fin.forall_fin_two, Matrix.mul_apply, Fin.sum_univ_two]
  exact ⟨⟨by linear_combination c12, by linear_combination -c13⟩,
    ⟨by linear_combination c23, by linear_combination -c12⟩⟩
```

Now take Z = XY − YX. If Z is nonscalar, the previous result says that X and Y commute, so Z = 0. If Z = c·1, then

2c = tr Z = tr(XY) − tr(YX) = 0,

and again Z = 0.

For a numerical example, take X with rows (0, 1), (0, 0) and Y with rows (0, 0), (1, 0). Then Z = diag(1, −1), ZX = X and XZ = −X. The commutator is nonzero, and it fails to commute with X.

```lean
/-- If the commutator of two complex 2 by 2 matrices commutes with both of them,
it vanishes. -/
theorem comm_eq_zero_of_central {X Y : Matrix (Fin 2) (Fin 2) ℂ}
    (h : CentralComm X Y) : comm X Y = 0 := by
  by_cases hs : ∃ c : ℂ, comm X Y = c • (1 : Matrix (Fin 2) (Fin 2) ℂ)
  · -- a scalar commutator is zero because its trace is zero
    obtain ⟨c, hc⟩ := hs
    have ht : Matrix.trace (comm X Y) = 0 := by
      rw [comm, Matrix.trace_sub, Matrix.trace_mul_comm X Y, sub_self]
    rw [hc] at ht
    have hc0 : c = 0 := by simpa [Matrix.trace_smul, Matrix.trace_one] using ht
    rw [hc, hc0, zero_smul]
  · have hXY := commute_of_common_nonscalar h.1 h.2 (fun c hc => hs ⟨c, hc⟩)
    exact sub_eq_zero.mpr hXY
```

## Faithfulness and the nonzero commutator

Faithfulness means that X, Y and Z are linearly independent. This forces Z ≠ 0. Conversely, suppose Z ≠ 0 and aX + bY + cZ = 0. Because Z commutes with X and Y,

0 = [aX + bY + cZ, Y] = aZ,
0 = [X, aX + bY + cZ] = bZ.

Hence a = b = 0, then cZ = 0 and c = 0. In Lean the coefficients are `g 0`, `g 1` and `g 2`, and `keyY` and `keyX` expand the two commutators.

```lean
/-- For matrices obeying the Heisenberg relations, `X`, `Y` and their commutator are linearly
independent exactly when the commutator is nonzero. -/
theorem linearIndependent_iff_comm_ne_zero {n : Type*} [Fintype n] {X Y : Matrix n n ℂ}
    (h : CentralComm X Y) : LinearIndependent ℂ ![X, Y, comm X Y] ↔ comm X Y ≠ 0 := by
  constructor
  · intro hl
    simpa using hl.ne_zero 2
  · intro hne
    rw [Fintype.linearIndependent_iff]
    intro g hg
    have hg' : g 0 • X + g 1 • Y + g 2 • comm X Y = 0 := by
      simpa [Fin.sum_univ_three] using hg
    have keyY : ∀ Z : Matrix n n ℂ, (g 0 • X + g 1 • Y + g 2 • Z) * Y
        - Y * (g 0 • X + g 1 • Y + g 2 • Z)
        = g 0 • (X * Y - Y * X) + g 2 • (Z * Y - Y * Z) := by
      intro Z
      simp only [Matrix.add_mul, Matrix.mul_add, Matrix.smul_mul, Matrix.mul_smul]
      module
    have keyX : ∀ Z : Matrix n n ℂ, X * (g 0 • X + g 1 • Y + g 2 • Z)
        - (g 0 • X + g 1 • Y + g 2 • Z) * X
        = g 1 • (X * Y - Y * X) - g 2 • (Z * X - X * Z) := by
      intro Z
      simp only [Matrix.add_mul, Matrix.mul_add, Matrix.smul_mul, Matrix.mul_smul]
      module
    -- commutators with Y and X isolate the first two coefficients
    have e0 : g 0 • comm X Y = 0 := by
      have e := keyY (comm X Y)
      rw [hg', h.2, sub_self, smul_zero, add_zero, Matrix.zero_mul, Matrix.mul_zero,
        sub_self] at e
      exact e.symm
    have e1 : g 1 • comm X Y = 0 := by
      have e := keyX (comm X Y)
      rw [hg', h.1, sub_self, smul_zero, sub_zero, Matrix.zero_mul, Matrix.mul_zero,
        sub_self] at e
      exact e.symm
    have g0 : g 0 = 0 := (smul_eq_zero.mp e0).resolve_right hne
    have g1 : g 1 = 0 := (smul_eq_zero.mp e1).resolve_right hne
    rw [g0, g1, zero_smul, zero_smul, zero_add, zero_add] at hg'
    have g2 : g 2 = 0 := (smul_eq_zero.mp hg').resolve_right hne
    intro i
    fin_cases i
    · exact g0
    · exact g1
    · exact g2
```

## Three levels suffice

Let E_ij, written `Matrix.single i j 1`, have a single entry 1 in row i and column j. For distinct i, j, k,

E_ij E_jk = E_ik, E_jk E_ij = 0,

so the commutator is E_ik. Its products with E_ij and E_jk, in either order, vanish. In a one-electron model with finitely many orbitals, these matrices describe transitions j → i and k → j, whose commutator is the transition k → i.

```lean
/-- For three distinct levels `i`, `j`, `k`, the transition matrices `E_ij` and `E_jk` obey the
Heisenberg relations, and their commutator is `E_ik`. -/
theorem transition_central {n : Type*} [Fintype n] [DecidableEq n] {i j k : n}
    (hij : i ≠ j) (hjk : j ≠ k) (hik : i ≠ k) :
    comm (Matrix.single i j (1 : ℂ)) (Matrix.single j k 1) = Matrix.single i k 1 ∧
    CentralComm (Matrix.single i j (1 : ℂ)) (Matrix.single j k 1) := by
  have hc : comm (Matrix.single i j (1 : ℂ)) (Matrix.single j k 1)
      = Matrix.single i k 1 := by
    simp [comm, Matrix.single_mul_single_of_ne, hik.symm]
  refine ⟨hc, ?_, ?_⟩
  · rw [hc]
    simp [Matrix.single_mul_single_of_ne, hik.symm, hij.symm]
  · rw [hc]
    simp [Matrix.single_mul_single_of_ne, hik.symm, hjk.symm]
```

The 3 by 3 case is X = E₀₁ and Y = E₁₂, with Z = E₀₂. Comparing entries confirms the relations, and the (0,2) entry of Z is 1.

```lean
/-- An explicit pair of 3 by 3 matrices that obeys the Heisenberg relations with a nonzero
commutator. -/
theorem centralComm_witness :
    CentralComm !![0, 1, 0; 0, 0, 0; 0, 0, 0] !![0, 0, 0; 0, 0, 1; 0, 0, 0] ∧
    comm !![0, 1, 0; 0, 0, 0; 0, 0, 0] !![0, 0, 0; 0, 0, 1; 0, 0, 0] ≠ 0 := by
  have hc : comm !![0, 1, 0; 0, 0, 0; 0, 0, 0] !![0, 0, 0; 0, 0, 1; 0, 0, 0]
      = !![0, 0, 1; 0, 0, 0; 0, 0, 0] := by
    ext i j
    fin_cases i <;> fin_cases j <;> simp [comm]
  refine ⟨⟨?_, ?_⟩, ?_⟩
  · rw [hc]
    ext i j
    fin_cases i <;> fin_cases j <;> simp [Matrix.mul_apply, Fin.sum_univ_succ]
  · rw [hc]
    ext i j
    fin_cases i <;> fin_cases j <;> simp [Matrix.mul_apply, Fin.sum_univ_succ]
  · rw [hc]
    intro h
    have h02 := congrArg (fun M : Matrix (Fin 3) (Fin 3) ℂ => M 0 2) h
    simp at h02
```

For the equivalence, sizes 0 and 1 are immediate: there is only one 0 by 0 matrix, and 1 by 1 matrices commute. Size 2 is excluded by the vanishing commutator. For n ≥ 3, the levels 0, 1 and 2 supply the transition matrices, and the independence criterion makes the representation faithful.

```lean
/-- The Heisenberg algebra has a faithful representation by complex `n` by `n` matrices
exactly when `n` is at least three. -/
theorem faithful_heisenberg_iff (n : ℕ) :
    (∃ X Y : Matrix (Fin n) (Fin n) ℂ,
      CentralComm X Y ∧ LinearIndependent ℂ ![X, Y, comm X Y]) ↔ 3 ≤ n := by
  constructor
  · rintro ⟨X, Y, h, hl⟩
    have hne := (linearIndependent_iff_comm_ne_zero h).mp hl
    by_contra hn
    obtain rfl | rfl | rfl : n = 0 ∨ n = 1 ∨ n = 2 := by omega
    · exact hne (Subsingleton.elim _ _)
    · -- 1 by 1 matrices are numbers and commute
      apply hne
      ext i j
      fin_cases i
      fin_cases j
      simp [comm, Matrix.mul_apply, mul_comm]
    · exact hne (comm_eq_zero_of_central h)
  · intro hn
    let i : Fin n := ⟨0, by omega⟩
    let j : Fin n := ⟨1, by omega⟩
    let k : Fin n := ⟨2, by omega⟩
    have hij : i ≠ j := by simp [i, j]
    have hjk : j ≠ k := by simp [j, k]
    have hik : i ≠ k := by simp [i, k]
    obtain ⟨hc, hcen⟩ := transition_central hij hjk hik
    refine ⟨_, _, hcen, (linearIndependent_iff_comm_ne_zero hcen).mpr ?_⟩
    rw [hc]
    intro h0
    have hentry := congrArg (fun M : Matrix (Fin n) (Fin n) ℂ => M i k) h0
    simp at hentry

end SmallestHeisenberg
```

```lean
#print axioms SmallestHeisenberg.faithful_heisenberg_iff
```

```
'SmallestHeisenberg.faithful_heisenberg_iff' depends on axioms: [propext, Classical.choice, Quot.sound]
```
